# Expectation Values along x, y and z Fix a Traceless Hermitian Operator on a Doublet

## Spin-up states with a free phase

A spin-up state along x can be a particular spinor with a chosen phase, or any normalized vector that satisfies the eigenvector equation. These notes take the second reading. A diagonalization returns eigenvectors with arbitrary phases, and the result should hold for whichever ones it returns.

The axes x, y, z are numbered 0, 1, 2, and σ₀, σ₁, σ₂ are the corresponding Pauli matrices. A state uₖ in ℂ² is up along axis k if

⟨uₖ, uₖ⟩ = 1 and σₖ uₖ = uₖ.

The three phases are independent of each other. The axes are those of the effective spin, defined by the basis in which the doublet is written.

## The Zeeman operator of a doublet

Take two states that are degenerate at zero field. To first order in a magnetic field with real components Bₐ, their splitting is described by a 2 by 2 matrix

H = Σₐ Bₐ Mₐ.

The matrix Mₐ represents the derivative of the energy operator with respect to Bₐ, so the magnetic moment itself is its negative. Energies are measured with the Bohr magneton set to 1.

Each Mₐ is assumed to be Hermitian and traceless. Hermiticity makes the energies real. Zero trace means that the field does not shift the mean energy of the two levels in first order. This is the situation in a Kramers doublet: time reversal exchanges the two partners and reverses the moment, so their diagonal elements cancel. Here the zero trace is a hypothesis and is not derived from time reversal.

The g tensor is read off from the three states as

gₐₖ = 2 Re⟨uₖ, Mₐ uₖ⟩,

where a labels the field component and k the effective spin axis.

This bears on relativistic electronic-structure calculations that obtain a g tensor from three magnetization directions, provided that the three states belong to one fixed two-dimensional doublet and are up along its three effective spin axes. Three separately relaxed self-consistent solutions need not satisfy this condition. The magnetic moment in the state uₖ has components −gₐₖ/2 and need not point along axis k.

## Three real numbers and an effective Hamiltonian

The central theorem, `hermitian_eq_sum`, says that every traceless Hermitian 2 by 2 matrix Z satisfies

Z = Σₖ Re⟨uₖ, Z uₖ⟩ σₖ

for any three states uₖ that are up along their axes. The theorem `zeeman_eq_gTensor` applies this to the field operator:

H = ½ Σₖ (Σₐ Bₐ gₐₖ) σₖ.

This is the effective spin Hamiltonian ½ B·g·σ.

In Lean, an operator has type `Matrix (Fin 2) (Fin 2) ℂ` and a state has type `Fin 2 → ℂ`. The predicate `IsSpinUp k u` contains the normalization and the eigenvector equation, and says nothing about the phase. The function `expval Z u` is ⟨u, Z u⟩, with the conjugate on the left factor. Its value is complex; `gTensor` takes the real part and doubles it. The hypotheses `hM` and `htr` state that all three matrices Mₐ are Hermitian and traceless.

The model is linear in the field and has exactly two levels. Higher spin, zero-field splitting and admixture of other states by the field are not included. The matrices Mₐ are given, and nothing is said about how to compute them.

## The derivation by matrix entries

Let v = (v₀, v₁) be a state that is up along one axis, and let Zᵢⱼ be the entries of an arbitrary 2 by 2 matrix Z. Then

⟨v, Z v⟩ = conj(v₀)(Z₀₀v₀ + Z₀₁v₁) + conj(v₁)(Z₁₀v₀ + Z₁₁v₁).

Along x, the eigenvector equation gives v₁ = v₀, and normalization gives |v₀|² = ½. Hence

⟨v, Z v⟩ = ½(Z₀₀ + Z₁₁ + Z₀₁ + Z₁₀).

Along y, it gives v₁ = i v₀, again with |v₀|² = ½. Hence

⟨v, Z v⟩ = ½(Z₀₀ + Z₁₁ + i Z₀₁ − i Z₁₀).

Along z, it gives v₁ = 0 and |v₀|² = 1. Hence

⟨v, Z v⟩ = Z₀₀ = ½(Z₀₀ + Z₁₁ + Z₀₀ − Z₁₁).

The phase of v has disappeared in each case. Multiplying out the Pauli matrices gives

tr(Zσ₀) = Z₀₁ + Z₁₀,

tr(Zσ₁) = i(Z₀₁ − Z₁₀),

tr(Zσ₂) = Z₀₀ − Z₁₁.

The three results therefore have the common form

⟨uₖ, Z uₖ⟩ = ½[tr Z + tr(Zσₖ)].

Now let tr Z = 0 and write eₖ = ⟨uₖ, Z uₖ⟩. The matrix Σₖ eₖσₖ has diagonal entries e₂ and −e₂, and off-diagonal entries e₀ − i e₁ (upper right) and e₀ + i e₁ (lower left). Since Z₁₁ = −Z₀₀,

e₂ = ½(Z₀₀ − Z₁₁) = Z₀₀ and −e₂ = Z₁₁.

For the other two entries,

e₀ − i e₁ = ½(Z₀₁ + Z₁₀) + ½(Z₀₁ − Z₁₀) = Z₀₁,

e₀ + i e₁ = ½(Z₀₁ + Z₁₀) − ½(Z₀₁ − Z₁₀) = Z₁₀.

So Z = Σₖ eₖσₖ, with coefficients that may still be complex.

If Z is Hermitian, conj(Zᵢⱼ) = Zⱼᵢ, and for every vector v

conj(Σᵢⱼ conj(vᵢ) Zᵢⱼ vⱼ) = Σᵢⱼ conj(vⱼ) Zⱼᵢ vᵢ = ⟨v, Z v⟩.

The last equality is a renaming of the summation indices. Each eₖ is thus real and equals its real part. This is the only use of Hermiticity.

For the field operator, insert Re⟨uₖ, Mₐuₖ⟩ = gₐₖ/2 into the expansion of each Mₐ:

H = Σₐ Bₐ Σₖ (gₐₖ/2) σₖ = ½ Σₖ (Σₐ Bₐ gₐₖ) σₖ.

## Two axes leave one component unseen

For j ≠ k, both tr σⱼ and tr(σⱼσₖ) vanish, so the trace formula gives

⟨uₖ, σⱼ uₖ⟩ = 0.

The operators 0 and σⱼ are both traceless and Hermitian, and they have the same expectation values in the states along the two axes other than j. Those two directions cannot tell them apart.

## The complete Lean file

```lean
import Mathlib

open Matrix ComplexConjugate
open Complex (I)

namespace DoubletGTensor

noncomputable section

/-- The three Pauli matrices, numbered 0, 1, 2 for x, y, z. -/
def pauli : Fin 3 → Matrix (Fin 2) (Fin 2) ℂ :=
  ![!![0, 1; 1, 0], !![0, -I; I, 0], !![1, 0; 0, -1]]

/-- The expectation value `⟨u, Z u⟩` of an operator on the doublet. -/
def expval (Z : Matrix (Fin 2) (Fin 2) ℂ) (u : Fin 2 → ℂ) : ℂ :=
  star u ⬝ᵥ (Z *ᵥ u)

/-- The state `u` is spin-up along axis `k`: it is a unit eigenvector of the Pauli matrix `k` with
eigenvalue 1. -/
def IsSpinUp (k : Fin 3) (u : Fin 2 → ℂ) : Prop :=
  star u ⬝ᵥ u = 1 ∧ pauli k *ᵥ u = u

/-- The Zeeman operator `∑ a, B a • M a` of a doublet with field derivatives `M a` in the field `B`.
-/
def zeeman (M : Fin 3 → Matrix (Fin 2) (Fin 2) ℂ) (B : Fin 3 → ℝ) :
    Matrix (Fin 2) (Fin 2) ℂ :=
  ∑ a, (B a : ℂ) • M a

/-- The g tensor read off from three states `u k`: twice the real part of the expectation value of
`M a` in the state `u k`. -/
def gTensor (M : Fin 3 → Matrix (Fin 2) (Fin 2) ℂ) (u : Fin 3 → Fin 2 → ℂ)
    (a k : Fin 3) : ℝ :=
  2 * (expval (M a) (u k)).re

/-- The expectation value written out in components. -/
theorem expval_eq (Z : Matrix (Fin 2) (Fin 2) ℂ) (u : Fin 2 → ℂ) :
    expval Z u = conj (u 0) * (Z 0 0 * u 0 + Z 0 1 * u 1)
      + conj (u 1) * (Z 1 0 * u 0 + Z 1 1 * u 1) := by
  simp [expval, Matrix.mulVec, dotProduct, Fin.sum_univ_two]

/-- The traces of an operator times each Pauli matrix, in terms of its entries. -/
theorem trace_mul_pauli (Z : Matrix (Fin 2) (Fin 2) ℂ) :
    (Z * pauli 0).trace = Z 0 1 + Z 1 0 ∧
    (Z * pauli 1).trace = Z 0 1 * I + -(Z 1 0 * I) ∧
    (Z * pauli 2).trace = Z 0 0 + -(Z 1 1) := by
  refine ⟨?_, ?_, ?_⟩ <;>
    simp [pauli, Matrix.trace_fin_two, Matrix.mul_apply, Fin.sum_univ_two]

/-- In a spin-up state along axis `k`, the expectation value of any operator `Z` is half the sum of
the traces of `Z` and of `Z` times the Pauli matrix `k`. -/
theorem expval_spinUp {k : Fin 3} {u : Fin 2 → ℂ} (h : IsSpinUp k u)
    (Z : Matrix (Fin 2) (Fin 2) ℂ) :
    expval Z u = (Z.trace + (Z * pauli k).trace) / 2 := by
  obtain ⟨hn, he⟩ := h
  obtain ⟨tx, ty, tz⟩ := trace_mul_pauli Z
  have h0 := congrFun he 0
  have h1 := congrFun he 1
  have hn' : conj (u 0) * u 0 + conj (u 1) * u 1 = 1 := by
    simpa [dotProduct, Fin.sum_univ_two] using hn
  rcases (by decide : ∀ k : Fin 3, k = 0 ∨ k = 1 ∨ k = 2) k with rfl | rfl | rfl
  · -- along x the two components agree
    have hb : u 1 = u 0 := by
      simpa [pauli, Matrix.mulVec, dotProduct, Fin.sum_univ_two] using h0
    rw [hb] at hn'
    rw [expval_eq, tx, Matrix.trace_fin_two, hb]
    linear_combination (Z 0 0 + Z 0 1 + Z 1 0 + Z 1 1) / 2 * hn'
  · -- along y they differ by a factor I
    have hb : I * u 0 = u 1 := by
      simpa [pauli, Matrix.mulVec, dotProduct, Fin.sum_univ_two] using h1
    have hs : conj (u 1) = -I * conj (u 0) := by
      rw [← hb, map_mul, Complex.conj_I]
    rw [hs, ← hb] at hn'
    have hh : conj (u 0) * u 0 = 1 / 2 := by
      linear_combination hn' / 2 + conj (u 0) * u 0 / 2 * Complex.I_sq
    rw [expval_eq, ty, Matrix.trace_fin_two, hs, ← hb]
    linear_combination (Z 0 0 + I * Z 0 1 - I * Z 1 0 + Z 1 1) * hh
      - conj (u 0) * u 0 * Z 1 1 * Complex.I_sq
  · -- along z the lower component vanishes
    have hm : -u 1 = u 1 := by
      simpa [pauli, Matrix.mulVec, dotProduct, Fin.sum_univ_two] using h1
    have hb : u 1 = 0 := by linear_combination (-1 / 2) * hm
    rw [hb, map_zero] at hn'
    rw [expval_eq, tz, Matrix.trace_fin_two, hb, map_zero]
    linear_combination Z 0 0 * hn'

/-- A combination of the Pauli matrices written as a single matrix. -/
theorem pauli_combination (a b c : ℂ) :
    a • pauli 0 + b • pauli 1 + c • pauli 2 = !![c, a - b * I; a + b * I, -c] := by
  ext i j
  fin_cases i <;> fin_cases j <;> simp [pauli, sub_eq_add_neg]

/-- A traceless operator on the doublet is the sum of the Pauli matrices weighted by its expectation
values in three spin-up states along x, y and z. -/
theorem traceless_eq_sum {Z : Matrix (Fin 2) (Fin 2) ℂ} (htr : Z.trace = 0)
    {u : Fin 3 → Fin 2 → ℂ} (hu : ∀ k, IsSpinUp k (u k)) :
    Z = ∑ k, expval Z (u k) • pauli k := by
  obtain ⟨tx, ty, tz⟩ := trace_mul_pauli Z
  have ht : Z 0 0 + Z 1 1 = 0 := by rw [← Matrix.trace_fin_two, htr]
  have hk : ∀ k, expval Z (u k) = (Z * pauli k).trace / 2 := fun k => by
    rw [expval_spinUp (hu k), htr, zero_add]
  rw [Fin.sum_univ_three, pauli_combination]
  -- compare the four matrix entries
  have e00 : Z 0 0 = expval Z (u 2) := by
    rw [hk 2, tz]; linear_combination ht / 2
  have e01 : Z 0 1 = expval Z (u 0) - expval Z (u 1) * I := by
    rw [hk 0, hk 1, tx, ty]; linear_combination (Z 0 1 - Z 1 0) / 2 * Complex.I_sq
  have e10 : Z 1 0 = expval Z (u 0) + expval Z (u 1) * I := by
    rw [hk 0, hk 1, tx, ty]; linear_combination -(Z 0 1 - Z 1 0) / 2 * Complex.I_sq
  have e11 : Z 1 1 = -expval Z (u 2) := by
    rw [hk 2, tz]; linear_combination ht / 2
  ext i j
  fin_cases i <;> fin_cases j
  exacts [e00, e01, e10, e11]

/-- A traceless Hermitian operator on the doublet is fixed by three real numbers, its expectation
values in spin-up states along x, y and z, which are its coefficients on the Pauli matrices. -/
theorem hermitian_eq_sum {Z : Matrix (Fin 2) (Fin 2) ℂ} (hZ : Z.IsHermitian)
    (htr : Z.trace = 0) {u : Fin 3 → Fin 2 → ℂ} (hu : ∀ k, IsSpinUp k (u k)) :
    Z = ∑ k, ((expval Z (u k)).re : ℂ) • pauli k := by
  -- Hermiticity makes every expectation value real
  have hr : ∀ v, ((expval Z v).re : ℂ) = expval Z v := by
    intro v
    have h00 : conj (Z 0 0) = Z 0 0 := hZ.apply 0 0
    have h01 : conj (Z 0 1) = Z 1 0 := hZ.apply 1 0
    have h10 : conj (Z 1 0) = Z 0 1 := hZ.apply 0 1
    have h11 : conj (Z 1 1) = Z 1 1 := hZ.apply 1 1
    apply Complex.conj_eq_iff_re.mp
    rw [expval_eq]
    simp only [map_add, map_mul, Complex.conj_conj, h00, h01, h10, h11]
    ring
  simp only [hr]
  exact traceless_eq_sum htr hu

/-- For Hermitian traceless `M a`, the Zeeman operator in any field is the effective spin
Hamiltonian `½ B·g·σ`, with the g tensor read off from three states that are spin-up along x, y and
z. -/
theorem zeeman_eq_gTensor {M : Fin 3 → Matrix (Fin 2) (Fin 2) ℂ}
    (hM : ∀ a, (M a).IsHermitian) (htr : ∀ a, (M a).trace = 0)
    {u : Fin 3 → Fin 2 → ℂ} (hu : ∀ k, IsSpinUp k (u k)) (B : Fin 3 → ℝ) :
    zeeman M B = ∑ k, (((∑ a, B a * gTensor M u a k) / 2 : ℝ) : ℂ) • pauli k := by
  calc zeeman M B
      = ∑ a, (B a : ℂ) • ∑ k, ((expval (M a) (u k)).re : ℂ) • pauli k := by
        unfold zeeman
        exact Finset.sum_congr rfl fun a _ =>
          congrArg (fun X => (B a : ℂ) • X) (hermitian_eq_sum (hM a) (htr a) hu)
    _ = _ := by
        simp only [gTensor, Fin.sum_univ_three]
        push_cast
        module

/-- The Pauli matrix `j` has zero expectation value in every spin-up state along a different axis
`k`. -/
theorem expval_pauli_of_ne {j k : Fin 3} (hjk : j ≠ k) {u : Fin 2 → ℂ}
    (h : IsSpinUp k u) : expval (pauli j) u = 0 := by
  have h1 : ∀ j, (pauli j).trace = 0 := by
    intro j
    fin_cases j <;> simp [pauli, Matrix.trace_fin_two]
  have h2 : ∀ j k, j ≠ k → (pauli j * pauli k).trace = 0 := by
    intro j k hne
    fin_cases j <;> fin_cases k <;>
      simp [pauli, Matrix.trace_fin_two] at hne ⊢
  rw [expval_spinUp h, h1 j, h2 j k hjk]
  norm_num

/-- Three explicit spin-up spinors, one along each of x, y and z. -/
theorem isSpinUp_witness :
    IsSpinUp 0 ![⟨1 / 2, 1 / 2⟩, ⟨1 / 2, 1 / 2⟩] ∧
    IsSpinUp 1 ![⟨1 / 2, 1 / 2⟩, ⟨-1 / 2, 1 / 2⟩] ∧
    IsSpinUp 2 ![1, 0] := by
  refine ⟨⟨?_, ?_⟩, ⟨?_, ?_⟩, ⟨?_, ?_⟩⟩
  · simp [dotProduct, Fin.sum_univ_two, Complex.ext_iff]
    norm_num
  · ext i
    fin_cases i <;> simp [pauli, Matrix.mulVec, dotProduct, Fin.sum_univ_two]
  · simp [dotProduct, Fin.sum_univ_two, Complex.ext_iff]
    norm_num
  · ext i
    fin_cases i <;>
      simp [pauli, Matrix.mulVec, dotProduct, Fin.sum_univ_two, Complex.ext_iff] <;>
      norm_num
  · simp [dotProduct, Fin.sum_univ_two]
  · ext i
    fin_cases i <;> simp [pauli, Matrix.mulVec, dotProduct, Fin.sum_univ_two]

end

end DoubletGTensor
```

```lean
#print axioms DoubletGTensor.hermitian_eq_sum
#print axioms DoubletGTensor.zeeman_eq_gTensor
#print axioms DoubletGTensor.expval_pauli_of_ne
```

```
'DoubletGTensor.hermitian_eq_sum' depends on axioms: [propext, Classical.choice, Quot.sound]
'DoubletGTensor.zeeman_eq_gTensor' depends on axioms: [propext, Classical.choice, Quot.sound]
'DoubletGTensor.expval_pauli_of_ne' depends on axioms: [propext, Classical.choice, Quot.sound]
```

## From eigenvectors to the trace formula

The physical content enters in `expval_spinUp`. Its proof splits into the three axes and uses one component of the eigenvector equation for each. The resulting condition on `u 0` and `u 1` is called `hb` in each case: equal components along x, a factor `I` along y, and a vanishing lower component along z. After substitution into `expval_eq` and the normalization `hn'`, each case is the short calculation given above. The traces come from `trace_mul_pauli`.

In `traceless_eq_sum`, the equation `hk` is the trace formula with tr Z = 0. The lemma `pauli_combination` writes the sum over Pauli matrices as one matrix, and `e00`, `e01`, `e10` and `e11` are the four entry comparisons.

The theorem `hermitian_eq_sum` adds the reality argument. Its local statement `hr` holds for every vector, normalized or not: conjugating the component formula and using the Hermitian relations between entries returns the same expression. The complex coefficients can then be replaced by their real parts.

For the field operator, `zeeman_eq_gTensor` substitutes this expansion into each term of the sum over a. The tactic `module` then collects the coefficients of the Pauli matrices, which is the exchange of the two sums in the derivation.

The lemma `expval_pauli_of_ne` evaluates the trace formula on a Pauli matrix belonging to a different axis. Finally, `isSpinUp_witness` supplies one normalized spinor for each axis. The x spinor has both components equal to (1 + i)/2, the y spinor has components (1 + i)/2 and (−1 + i)/2, and the z spinor is (1, 0).

## `linear_combination` and the square of I

The algebra in these proofs turns on the tactic `linear_combination`. It receives known equations with coefficients, subtracts their weighted sum from the goal, and asks `ring` to verify that what remains is an identity of commutative algebra. The coefficients may themselves be expressions in the matrix entries and the spinor components.

The y axis shows why this is useful. To `ring`, the imaginary unit `I` is just another symbol, and the rule I² = −1 is not among the laws that it applies. The rule has to be supplied as the equation `Complex.I_sq`, with the right coefficient.

Write p = conj(v₀)v₀. After the substitution v₁ = I v₀, the normalization reads

p − I²p = 1.

The goal `hh` is p = ½. Half the normalization, plus p/2 times the equation I² = −1, gives the difference of sides

½(p − I²p − 1) + ½p(I² + 1) = p − ½.

The I² terms cancel as polynomials, which `ring` can confirm. The expectation value is handled in the same way: substitution leaves the term −I²pZ₁₁, and the equation `Complex.I_sq` multiplied by −pZ₁₁ says that this term equals pZ₁₁. The coefficients in the Lean proof thus record where the calculation by hand uses normalization and where it replaces I² by −1.
